# The core amplitude of a valence orbital decays as 1/B in a two-orbital projector-shift model

"The lowest eigenvalue" can enter a formal statement as a minimum over a spectrum or as an explicit formula. Here it is a formula, the lower root of the secular equation, and its being the lowest eigenvalue is then proved. The setting is one electron in two orthonormal real orbitals.

```lean
import Mathlib

open Filter Topology Matrix

namespace CoreProjectorShift

noncomputable section
```

The core orbital has energy $c$, the valence orbital energy $v$, and the projector term $B\,|\text{core}\rangle\langle\text{core}|$ raises the core level to $c+B$. The coupling $k$ is the Hamiltonian matrix element between the two orbitals. Within this two-orbital space it is nonzero exactly when the core orbital is not an eigenvector of the Hamiltonian, and it is held fixed as $B$ varies:

$$H(B)=\begin{pmatrix} c+B & k\\ k & v\end{pmatrix}.$$

In Lean, index 0 is the core and index 1 the valence orbital.

```lean
/-- Hamiltonian of a core orbital of energy `c`, raised by the projector shift `B`, and a
valence orbital of energy `v`, with coupling `k`. -/
def shiftedHamiltonian (c v k B : ℝ) : Matrix (Fin 2) (Fin 2) ℝ :=
  !![c + B, k; k, v]
```

The lower root of $\det(H-E)=0$ is

$$E=\tfrac12\left(c+B+v-S\right),\qquad S=\sqrt{(c+B-v)^2+4k^2}.$$

```lean
/-- The lower root of the secular equation of the shifted Hamiltonian. -/
def valenceEnergy (c v k B : ℝ) : ℝ :=
  (c + B + v - Real.sqrt ((c + B - v) ^ 2 + 4 * k ^ 2)) / 2
```

The orbital whose core contamination is measured is the eigenvector at energy $E$, not the basis orbital with index 1. With its valence component set to one, the valence row $kx+v=E$ gives, for $k\neq0$, the core amplitude $x=(E-v)/k$.

```lean
/-- The core amplitude of the valence orbital when its valence component is one,
for nonzero coupling `k`. -/
def coreAmplitude (c v k B : ℝ) : ℝ :=
  (valenceEnergy c v k B - v) / k
```

Normalising $(x,1)$ gives the core population $x^2/(x^2+1)$.

```lean
/-- The fraction of the normalised valence orbital that lies in the core orbital,
for nonzero coupling `k`. -/
def coreWeight (c v k B : ℝ) : ℝ :=
  coreAmplitude c v k B ^ 2 / (coreAmplitude c v k B ^ 2 + 1)
```

## The lower root and its eigenvector

From the formula, $v-E=\tfrac12\left(S-(c+B-v)\right)$ and $c+B-E=\tfrac12\left(S+(c+B-v)\right)$. Their product is

$$(v-E)(c+B-E)=\tfrac14\left(S^2-(c+B-v)^2\right)=k^2.$$

Lean needs only the fact that $S^2$ equals the expression under the root.

```lean
/-- The valence energy solves the secular equation of the two-orbital problem. -/
theorem secular_equation (c v k B : ℝ) :
    (v - valenceEnergy c v k B) * (c + B - valenceEnergy c v k B) = k ^ 2 := by
  have h := Real.sq_sqrt (show 0 ≤ (c + B - v) ^ 2 + 4 * k ^ 2 by positivity)
  unfold valenceEnergy
  linear_combination h / 4
```

For $k\neq0$ we have $S>|c+B-v|$, so both factors are positive and $E$ lies below both diagonal energies.

```lean
/-- Level repulsion: with nonzero coupling the valence energy lies strictly below both
the bare valence level and the shifted core level. -/
theorem level_repulsion (c v B : ℝ) {k : ℝ} (hk : k ≠ 0) :
    valenceEnergy c v k B < v ∧ valenceEnergy c v k B < c + B := by
  have hk2 : 0 < k ^ 2 := by positivity
  have h : |c + B - v| < Real.sqrt ((c + B - v) ^ 2 + 4 * k ^ 2) := by
    rw [← Real.sqrt_sq_eq_abs]
    exact Real.sqrt_lt_sqrt (sq_nonneg _) (by linarith)
  obtain ⟨h1, h2⟩ := abs_lt.mp h
  constructor <;> unfold valenceEnergy <;> linarith
```

Substituting $v-E=-kx$ into the secular equation and cancelling $k$ gives $x(c+B-E)=-k$, that is,

$$Bx=-k+(E-c)x.$$

This is the core row of the eigenvalue equation, and it will supply the limit.

```lean
/-- The core row of the eigenvalue equation, solved for the shift times the core amplitude. -/
theorem core_row (c v B : ℝ) {k : ℝ} (hk : k ≠ 0) :
    B * coreAmplitude c v k B
      = -k + (valenceEnergy c v k B - c) * coreAmplitude c v k B := by
  have hx : k * coreAmplitude c v k B = valenceEnergy c v k B - v := by
    unfold coreAmplitude
    field_simp
  apply mul_left_cancel₀ hk
  linear_combination (c + B - valenceEnergy c v k B) * hx - secular_equation c v k B
```

For a trial vector $(y,1)$, the valence row forces $y=x$. Conversely, $y=x$ satisfies that row by definition and the core row by the previous step. The eigenvector at energy $E$ with unit valence component is therefore unique.

```lean
/-- For nonzero coupling, a vector with unit valence component is an eigenvector at the valence
energy exactly when its core component is the core amplitude. -/
theorem eigenvector_iff (c v B y : ℝ) {k : ℝ} (hk : k ≠ 0) :
    shiftedHamiltonian c v k B *ᵥ ![y, 1] = valenceEnergy c v k B • ![y, 1]
      ↔ y = coreAmplitude c v k B := by
  constructor
  · intro h
    have h1 := congrFun h 1
    simp [shiftedHamiltonian, Matrix.mulVec, dotProduct, Fin.sum_univ_two] at h1
    unfold coreAmplitude
    rw [eq_div_iff hk]
    linear_combination h1
  · rintro rfl
    have hx : k * coreAmplitude c v k B = valenceEnergy c v k B - v := by
      unfold coreAmplitude
      field_simp
    have h0 := core_row c v B hk
    ext i
    fin_cases i
    · simp [shiftedHamiltonian, Matrix.mulVec, dotProduct, Fin.sum_univ_two]
      linear_combination h0
    · simp [shiftedHamiltonian, Matrix.mulVec, dotProduct, Fin.sum_univ_two]
      linear_combination hx
```

To show that no eigenvalue lies lower, take any $w=(w_0,w_1)$ and put $p=c+B-E>0$. Then

$$w\cdot Hw-E\,w\cdot w=p\,w_0^2+2k\,w_0w_1+(v-E)w_1^2.$$

Multiplied by $p$, the right side becomes $(pw_0+kw_1)^2\ge0$, because $p(v-E)=k^2$. Dividing by $p$ gives the Rayleigh bound; applied to an eigenvector, it says that the eigenvalue is at least $E$.

```lean
/-- Variational bound: for nonzero coupling and any real vector `w`, normalised or not, the
quadratic form `w ⬝ᵥ H w` of the shifted Hamiltonian `H` is at least the valence energy times `w ⬝ᵥ
w`. -/
theorem rayleigh_bound (c v B : ℝ) {k : ℝ} (hk : k ≠ 0) (w : Fin 2 → ℝ) :
    valenceEnergy c v k B * (w ⬝ᵥ w) ≤ w ⬝ᵥ (shiftedHamiltonian c v k B *ᵥ w) := by
  have hs := secular_equation c v k B
  have hp : 0 < c + B - valenceEnergy c v k B := by
    linarith [(level_repulsion c v B hk).2]
  have e : w ⬝ᵥ (shiftedHamiltonian c v k B *ᵥ w) - valenceEnergy c v k B * (w ⬝ᵥ w)
      = (c + B - valenceEnergy c v k B) * w 0 ^ 2 + 2 * k * w 0 * w 1
        + (v - valenceEnergy c v k B) * w 1 ^ 2 := by
    simp [shiftedHamiltonian, Matrix.mulVec, dotProduct, Fin.sum_univ_two]
    ring
  -- the secular equation turns the quadratic form into a perfect square
  have hsq : (c + B - valenceEnergy c v k B) *
      ((c + B - valenceEnergy c v k B) * w 0 ^ 2 + 2 * k * w 0 * w 1
        + (v - valenceEnergy c v k B) * w 1 ^ 2)
      = ((c + B - valenceEnergy c v k B) * w 0 + k * w 1) ^ 2 := by
    linear_combination w 1 ^ 2 * hs
  have hn := (mul_nonneg_iff_of_pos_left hp).mp (hsq ▸ sq_nonneg _)
  linarith
```

## The limit of large shift

Let $\delta=v-E>0$ and suppose $c+B>v$. The secular equation reads $\delta(c+B-v+\delta)=k^2$, so $\delta(c+B-v)=k^2-\delta^2<k^2$, and

$$v-\frac{k^2}{c+B-v}<E<v.$$

The left side is the second-order perturbation estimate.

```lean
/-- For nonzero coupling, once the shifted core level is above the bare valence level, the valence
energy lies above its second-order perturbation estimate. -/
theorem second_order_lower_bound {c v k B : ℝ} (hk : k ≠ 0) (hB : v < c + B) :
    v - k ^ 2 / (c + B - v) < valenceEnergy c v k B := by
  have hv : 0 < v - valenceEnergy c v k B := by
    linarith [(level_repulsion c v B hk).1]
  have h : v - valenceEnergy c v k B < k ^ 2 / (c + B - v) := by
    rw [lt_div_iff₀ (by linarith)]
    nlinarith [secular_equation c v k B, mul_pos hv hv]
  linarith
```

As $B\to+\infty$ (`atTop` in Lean), both bounds tend to $v$, hence $E\to v$ and $x=(E-v)/k\to0$. In the core row, $(E-c)x\to(v-c)\cdot0=0$, which leaves $Bx\to-k$. Normalisation divides $x$ by $\sqrt{x^2+1}\to1$ and does not change this limit.

The theorem below holds for all real $c$, $v$ and all $k\neq0$. Its first part gives the eigenvector equation and the Rayleigh bound at every $B$, including small shifts, where the lowest state may be mostly core despite the name `valenceEnergy`. The other parts are the three limits, with the energy obtained by squeezing.

```lean
/-- For nonzero coupling, `valenceEnergy` is the lowest eigenvalue at every shift `B`, with
eigenvector `(coreAmplitude, 1)`. As `B` grows without bound it tends to the bare valence
level, and `B` times the core amplitude tends to `-k`. -/
theorem core_contamination_decay (c v : ℝ) {k : ℝ} (hk : k ≠ 0) :
    (∀ B, shiftedHamiltonian c v k B *ᵥ ![coreAmplitude c v k B, 1]
          = valenceEnergy c v k B • ![coreAmplitude c v k B, 1] ∧
        ∀ w : Fin 2 → ℝ, valenceEnergy c v k B * (w ⬝ᵥ w)
          ≤ w ⬝ᵥ (shiftedHamiltonian c v k B *ᵥ w)) ∧
      Tendsto (fun B => valenceEnergy c v k B) atTop (𝓝 v) ∧
      Tendsto (fun B => coreAmplitude c v k B) atTop (𝓝 0) ∧
      Tendsto (fun B => B * coreAmplitude c v k B) atTop (𝓝 (-k)) := by
  have hD : Tendsto (fun B : ℝ => c + B - v) atTop atTop := by
    refine tendsto_atTop.2 fun b => ?_
    filter_upwards [eventually_ge_atTop (b + v - c)] with B hB
    linarith
  have hlow : Tendsto (fun B : ℝ => v - k ^ 2 / (c + B - v)) atTop (𝓝 v) := by
    have h := (tendsto_const_nhds (x := v)).sub (hD.const_div_atTop (k ^ 2))
    rw [sub_zero] at h
    exact h
  -- squeeze the energy between its second-order estimate and the bare level
  have hE : Tendsto (fun B => valenceEnergy c v k B) atTop (𝓝 v) := by
    refine tendsto_of_tendsto_of_tendsto_of_le_of_le' hlow tendsto_const_nhds ?_ ?_
    · filter_upwards [eventually_gt_atTop (v - c)] with B hB
      exact (second_order_lower_bound hk (by linarith)).le
    · exact Eventually.of_forall fun B => (level_repulsion c v B hk).1.le
  have hx : Tendsto (fun B => coreAmplitude c v k B) atTop (𝓝 0) := by
    have h := (hE.sub_const v).div_const k
    rw [sub_self, zero_div] at h
    exact h
  refine ⟨fun B => ⟨(eigenvector_iff c v B _ hk).2 rfl, rayleigh_bound c v B hk⟩,
    hE, hx, ?_⟩
  -- in the core row only the coupling survives
  have h := ((hE.sub_const c).mul hx).const_add (-k)
  rw [mul_zero, add_zero] at h
  exact h.congr fun B => (core_row c v B hk).symm
```

Since $B(E-v)=k\,(Bx)$, the energy error, measured from the infinite-shift limit $v$, obeys $B(E-v)\to-k^2$. Estimating this error from the penalty expectation value alone gives the wrong sign: $Bx^2\approx+k^2/B$, but the coupling contributes $2kx\approx-2k^2/B$.

```lean
/-- The shift times the error of the valence energy tends to `-k ^ 2`. -/
theorem energy_error_decay (c v : ℝ) {k : ℝ} (hk : k ≠ 0) :
    Tendsto (fun B => B * (valenceEnergy c v k B - v)) atTop (𝓝 (-k ^ 2)) := by
  have h := (core_contamination_decay c v hk).2.2.2.const_mul k
  rw [show k * -k = -k ^ 2 by ring] at h
  refine h.congr fun B => ?_
  unfold coreAmplitude
  field_simp
```

The core population decays one power faster than the amplitude:

$$B^2\,\frac{x^2}{x^2+1}=\frac{(Bx)^2}{x^2+1}\to k^2.$$

```lean
/-- The squared shift times the core weight of the normalised valence orbital tends
to `k ^ 2`. -/
theorem core_weight_decay (c v : ℝ) {k : ℝ} (hk : k ≠ 0) :
    Tendsto (fun B => B ^ 2 * coreWeight c v k B) atTop (𝓝 (k ^ 2)) := by
  obtain ⟨-, -, hx, hBx⟩ := core_contamination_decay c v hk
  have h := (hBx.pow 2).div ((hx.pow 2).add_const 1) (by norm_num)
  rw [show (-k) ^ 2 / ((0 : ℝ) ^ 2 + 1) = k ^ 2 by norm_num] at h
  refine h.congr fun B => ?_
  simp only [coreWeight, Pi.div_apply]
  ring

end

end CoreProjectorShift
```

Ab initio model potentials contain such projector terms, with finite shifts, to keep valence orbitals out of the core. If the core orbital is expanded in the same real, possibly non-orthogonal basis as the valence orbitals, with overlap matrix $\mathbf S$ and core coefficient vector $\mathbf C$, the matrix of the projector term is $B\,\mathbf S\mathbf C\mathbf C^{\mathsf T}\mathbf S$. For one core and one valence orbital with fixed nonzero coupling, a tenfold increase of an already large $B$ should reduce the core amplitude about tenfold and the core population about a hundredfold.

```lean
#print axioms CoreProjectorShift.energy_error_decay
#print axioms CoreProjectorShift.core_weight_decay
```

```
'CoreProjectorShift.energy_error_decay' depends on axioms: [propext, Classical.choice, Quot.sound]
'CoreProjectorShift.core_weight_decay' depends on axioms: [propext, Classical.choice, Quot.sound]
```
